# A filled d shell has no total first-order shift in an integrable potential with zero integral over the sphere

A filled d shell is modelled here by the angular functions of its five orbitals, for one spin direction. All five orbitals share one radial function, which has been integrated out, so the potential V depends only on the direction u = (x, y, z) with x² + y² + z² = 1. The real orbitals, without their common normalisation factor, are

d₀ = xy, d₁ = yz, d₂ = zx, d₃ = (x² − y²)/2, d₄ = (3z² − 1)/(2√3).

The states of the shell are ψᵢ = Σⱼ Uᵢⱼ dⱼ with U a unitary 5×5 matrix. This includes the complex harmonics and the states that diagonalise V within the shell. The first-order shift of ψᵢ is defined, up to the constant factor that normalisation would add, as ∫ V|ψᵢ|² dμ, where μ is a measure on the sphere, in the physical case the surface measure. For the states that diagonalise V within the shell, this is the energy shift of degenerate perturbation theory; for other states it is only the expectation value of V. The claim is that the five shifts add up to zero if V is integrable and ∫ V dμ = 0.

In this model without spin–orbit coupling, the non-spherical part of the potential in a muffin-tin sphere therefore leaves the summed energy of a filled d core shell unchanged to first order. Single states may still shift.

## The sum of squares and its consequences

Since x²y² + (x² − y²)²/4 = (x² + y²)²/4, and x² + y² = 1 − z²,

Σⱼ dⱼ² = (1 − z²)²/4 + z²(1 − z²) + (3z² − 1)²/12.

The constants give 1/4 + 1/12 = 1/3, the z² terms −1/2 + 1 − 1/2 = 0, and the z⁴ terms 1/4 − 1 + 3/4 = 0. The sum is 1/3 in every direction.

Unitarity, Σᵢ Uᵢⱼ* Uᵢₖ = δⱼₖ, carries this over to the shell states:

Σᵢ |ψᵢ|² = Σⱼₖ (Σᵢ Uᵢⱼ* Uᵢₖ) dⱼdₖ = Σⱼ dⱼ² = 1/3.

Each |ψᵢ|² is thus at most 1/3, so every V|ψᵢ|² is integrable, and

Σᵢ ∫ V|ψᵢ|² dμ = ∫ V Σᵢ|ψᵢ|² dμ = (1/3) ∫ V dμ.

This vanishes with ∫ V dμ. For the surface measure, normalised orbitals carry an extra factor 15/(4π) in the density, and 1/3 becomes 5/(4π).

Among occupations nᵢ of the real orbitals, only equal ones give a spherical density. To see this, let Σᵢ nᵢdᵢ² have the same value k in all directions. The point (0, 0, 1) gives n₄/3 = k, and (1, 0, 0) gives n₃/4 + n₄/12 = k, so n₃ = n₄. At (3/5, 4/5, 0),

(144/625)n₀ + (49/2500)n₃ + n₄/12 = k,

hence n₀ = n₄. In the same way (0, 3/5, 4/5) yields n₁ = n₄, and (3/5, 0, 4/5) yields n₂ = n₄.

## Orbitals, states and shifts in Lean

```lean
import Mathlib

open MeasureTheory Matrix

namespace FilledDShell

noncomputable section
```

Directions are points of the unit sphere in Euclidean three-space; `u.1 0`, `u.1 1` and `u.1 2` are x, y and z.

```lean
/-- The unit sphere of directions in three-dimensional space. -/
abbrev Sphere : Type := Metric.sphere (0 : EuclideanSpace ℝ (Fin 3)) 1

/-- The angular parts of the five real d orbitals, xy, yz, zx, (x² - y²)/2 and
(3z² - 1)/(2√3), without their common normalisation factor. -/
def dOrb (u : Sphere) : Fin 5 → ℝ :=
  ![u.1 0 * u.1 1, u.1 1 * u.1 2, u.1 2 * u.1 0,
    (u.1 0 ^ 2 - u.1 1 ^ 2) / 2, (3 * u.1 2 ^ 2 - 1) / (2 * √3)]
```

Membership of `U` in `Matrix.unitaryGroup` encodes the orthonormal change of basis.

```lean
/-- The `i`-th state of a d shell whose states are obtained from the real d orbitals by the
unitary matrix `U`. -/
def shellState (U : Matrix.unitaryGroup (Fin 5) ℂ) (i : Fin 5) (u : Sphere) : ℂ :=
  ∑ j, U.1 i j * (dOrb u j : ℂ)
```

The shift is a definition; perturbation theory itself is not derived. The measure `μ` is arbitrary, so it may be the surface measure or an angular quadrature grid with non-negative weights.

```lean
/-- The first-order shift of a shell state, without the common normalisation factor of the density:
the integral of the potential `V` times the squared modulus of the state. -/
def firstOrderShift (μ : Measure Sphere) (V : Sphere → ℝ)
    (U : Matrix.unitaryGroup (Fin 5) ℂ) (i : Fin 5) : ℝ :=
  ∫ u, V u * ‖shellState U i u‖ ^ 2 ∂μ
```

## Densities that add up to 1/3

The constraint on the coordinates comes from the norm of `u`.

```lean
/-- The coordinates of a direction satisfy x² + y² + z² = 1. -/
theorem sphere_sq (u : Sphere) : u.1 0 ^ 2 + u.1 1 ^ 2 + u.1 2 ^ 2 = 1 := by
  have h : ‖u.1‖ = 1 := mem_sphere_zero_iff_norm.1 u.2
  have h2 := EuclideanSpace.norm_sq_eq u.1
  rw [h, Fin.sum_univ_three] at h2
  simp only [Real.norm_eq_abs, sq_abs] at h2
  linarith
```

The next lemma expands the density for any occupations and removes the square root.

```lean
/-- The density of a d shell with occupations `n` of the real orbitals, without the common
normalisation factor, written as a polynomial in the coordinates. -/
theorem density_eq (n : Fin 5 → ℝ) (u : Sphere) :
    ∑ i, n i * dOrb u i ^ 2 =
      n 0 * (u.1 0 * u.1 1) ^ 2 + n 1 * (u.1 1 * u.1 2) ^ 2 + n 2 * (u.1 2 * u.1 0) ^ 2
        + n 3 * ((u.1 0 ^ 2 - u.1 1 ^ 2) / 2) ^ 2
        + n 4 * ((3 * u.1 2 ^ 2 - 1) ^ 2 / 12) := by
  have h5 : ((3 * u.1 2 ^ 2 - 1) / (2 * √3)) ^ 2 = (3 * u.1 2 ^ 2 - 1) ^ 2 / 12 := by
    rw [div_pow, mul_pow, Real.sq_sqrt (by norm_num)]
    norm_num
  rw [← h5, Fin.sum_univ_five]
  rfl
```

With all occupations equal to 1, `linear_combination` multiplies the sphere equation by a suitable polynomial, which replaces the elimination of x² + y².

```lean
/-- The squares of the five real d orbitals, taken without their common normalisation factor, add up
to 1/3 in every direction. -/
theorem sum_dOrb_sq (u : Sphere) : ∑ i, dOrb u i ^ 2 = 1 / 3 := by
  have h := density_eq (fun _ => 1) u
  simp only [one_mul] at h
  rw [h]
  linear_combination
    ((u.1 0 ^ 2 + u.1 1 ^ 2) / 4 + 3 * u.1 2 ^ 2 / 4 + 1 / 4) * sphere_sq u
```

For the shell states, `key` writes a sum of squared moduli as a dot product, and `hU` is the unitarity relation.

```lean
/-- The squared moduli of the five shell states, taken without their common normalisation factor,
add up to 1/3 in every direction, whichever unitary combination of the d orbitals is used. -/
theorem sum_shellState_sq (U : Matrix.unitaryGroup (Fin 5) ℂ) (u : Sphere) :
    ∑ i, ‖shellState U i u‖ ^ 2 = 1 / 3 := by
  have key : ∀ w : Fin 5 → ℂ, star w ⬝ᵥ w = ((∑ i, ‖w i‖ ^ 2 : ℝ) : ℂ) := by
    intro w
    push_cast
    exact Finset.sum_congr rfl fun i _ => Complex.conj_mul' (w i)
  let v : Fin 5 → ℂ := fun j => (dOrb u j : ℂ)
  have hU : U.1ᴴ * U.1 = 1 := Matrix.mem_unitaryGroup_iff'.1 U.2
  -- a unitary matrix preserves the norm of the vector of orbital values
  have h : star (U.1 *ᵥ v) ⬝ᵥ (U.1 *ᵥ v) = star v ⬝ᵥ v := by
    rw [Matrix.star_mulVec, ← Matrix.dotProduct_mulVec, Matrix.mulVec_mulVec, hU,
      Matrix.one_mulVec]
  rw [key, key] at h
  have h' : ∑ i, ‖(U.1 *ᵥ v) i‖ ^ 2 = ∑ i, ‖v i‖ ^ 2 := Complex.ofReal_injective h
  have hv : ∑ i, ‖v i‖ ^ 2 = ∑ i, dOrb u i ^ 2 :=
    Finset.sum_congr rfl fun i _ => by
      simp only [v, Complex.norm_real, Real.norm_eq_abs, sq_abs]
  exact h'.trans (hv.trans (sum_dOrb_sq u))
```

## Exchanging sum and integral

Continuity supplies measurability, and the bound |ψᵢ|² ≤ 1/3 supplies domination by |V|.

```lean
/-- Each shell state is a continuous function of direction. -/
theorem continuous_shellState (U : Matrix.unitaryGroup (Fin 5) ℂ) (i : Fin 5) :
    Continuous (shellState U i) := by
  have hc : ∀ k : Fin 3, Continuous fun u : Sphere => u.1 k := fun k =>
    (EuclideanSpace.proj k : EuclideanSpace ℝ (Fin 3) →L[ℝ] ℝ).continuous.comp
      continuous_subtype_val
  have hd : ∀ j, Continuous fun u : Sphere => dOrb u j := by
    intro j
    fin_cases j
    · exact (hc 0).mul (hc 1)
    · exact (hc 1).mul (hc 2)
    · exact (hc 2).mul (hc 0)
    · exact (((hc 0).pow 2).sub ((hc 1).pow 2)).div_const 2
    · exact ((continuous_const.mul ((hc 2).pow 2)).sub continuous_const).div_const (2 * √3)
  exact continuous_finsetSum _ fun j _ =>
    continuous_const.mul (Complex.continuous_ofReal.comp (hd j))

/-- For an integrable potential, the integral that defines the first-order shift of a shell
state converges. -/
theorem integrable_shift {μ : Measure Sphere} {V : Sphere → ℝ} (hV : Integrable V μ)
    (U : Matrix.unitaryGroup (Fin 5) ℂ) (i : Fin 5) :
    Integrable (fun u => V u * ‖shellState U i u‖ ^ 2) μ := by
  refine hV.mono (hV.aestronglyMeasurable.mul
    ((continuous_shellState U i).norm.pow 2).aestronglyMeasurable)
    (Filter.Eventually.of_forall fun u => ?_)
  -- one density is at most the density of the whole shell
  have h1 : ‖shellState U i u‖ ^ 2 ≤ 1 / 3 := by
    rw [← sum_shellState_sq U u]
    exact Finset.single_le_sum (f := fun k => ‖shellState U k u‖ ^ 2)
      (fun k _ => sq_nonneg _) (Finset.mem_univ i)
  rw [norm_mul, Real.norm_of_nonneg (sq_nonneg ‖shellState U i u‖)]
  exact mul_le_of_le_one_right (norm_nonneg _) (by linarith)
```

The sum now moves inside the integral, where the pointwise identity applies.

```lean
/-- For an integrable potential, the first-order shifts of the five states of a d shell, taken
without the common normalisation factor of the density, add up to one third of the integral of the
potential over the sphere. -/
theorem sum_shift {μ : Measure Sphere} {V : Sphere → ℝ} (hV : Integrable V μ)
    (U : Matrix.unitaryGroup (Fin 5) ℂ) :
    ∑ i, firstOrderShift μ V U i = 1 / 3 * ∫ u, V u ∂μ := by
  unfold firstOrderShift
  rw [← MeasureTheory.integral_finsetSum _ (fun i _ => integrable_shift hV U i), ← integral_const_mul]
  refine integral_congr_ae (Filter.Eventually.of_forall fun u => ?_)
  show ∑ i, V u * ‖shellState U i u‖ ^ 2 = 1 / 3 * V u
  rw [← Finset.mul_sum, sum_shellState_sq, mul_comm]

/-- A filled d shell has no total first-order shift in an integrable potential whose integral
over the sphere is zero. -/
theorem filled_shell_no_shift {μ : Measure Sphere} {V : Sphere → ℝ} (hV : Integrable V μ)
    (h0 : ∫ u, V u ∂μ = 0) (U : Matrix.unitaryGroup (Fin 5) ℂ) :
    ∑ i, firstOrderShift μ V U i = 0 := by
  rw [sum_shift hV U, h0, mul_zero]
```

The hypothesis `hV` is needed even when `h0` is kept. Take V = 1/(x² + y²), the surface measure and U = 1. The integral of V diverges, and Lean assigns it the value 0, so `h0` holds. The shifts of d₀ to d₃ are finite and positive, while the divergent one of d₄ is also set to 0. The total is positive.

## Equal occupations and a spherical density

The last theorem concerns occupations of the real orbitals only. Its `key` turns any real solution of a² + b² + c² = 1 into a direction; `h1` to `h5` are the five points used above, and `linarith` solves the linear equations. The reverse implication follows from `sum_dOrb_sq`.

```lean
/-- The density of a d shell with occupations `n` of the real orbitals is the same in all
directions exactly when the five occupations are equal. -/
theorem density_spherical_iff (n : Fin 5 → ℝ) :
    (∃ c, ∀ u : Sphere, ∑ i, n i * dOrb u i ^ 2 = c) ↔ ∀ i j, n i = n j := by
  constructor
  · rintro ⟨k, hk⟩
    have key : ∀ a b c : ℝ, a ^ 2 + b ^ 2 + c ^ 2 = 1 →
        n 0 * (a * b) ^ 2 + n 1 * (b * c) ^ 2 + n 2 * (c * a) ^ 2
          + n 3 * ((a ^ 2 - b ^ 2) / 2) ^ 2 + n 4 * ((3 * c ^ 2 - 1) ^ 2 / 12) = k := by
      intro a b c h
      have hp : ‖(!₂[a, b, c] : EuclideanSpace ℝ (Fin 3))‖ ^ 2 = 1 := by
        rw [EuclideanSpace.norm_sq_eq, Fin.sum_univ_three]
        simp only [Real.norm_eq_abs, sq_abs]
        exact h
      have hn := (pow_eq_one_iff_of_nonneg (norm_nonneg _) two_ne_zero).1 hp
      have hu := hk ⟨!₂[a, b, c], mem_sphere_zero_iff_norm.2 hn⟩
      rw [density_eq] at hu
      exact hu
    -- five directions determine the occupations
    have h1 := key 0 0 1 (by norm_num)
    have h2 := key 1 0 0 (by norm_num)
    have h3 := key (3 / 5) (4 / 5) 0 (by norm_num)
    have h4 := key 0 (3 / 5) (4 / 5) (by norm_num)
    have h5 := key (3 / 5) 0 (4 / 5) (by norm_num)
    have e3 : n 3 = n 4 := by linarith
    have e0 : n 0 = n 4 := by linarith
    have e1 : n 1 = n 4 := by linarith
    have e2 : n 2 = n 4 := by linarith
    have e : ∀ i, n i = n 4 := by
      intro i
      fin_cases i
      exacts [e0, e1, e2, e3, rfl]
    exact fun i j => (e i).trans (e j).symm
  · intro h
    refine ⟨n 0 * (1 / 3), fun u => ?_⟩
    rw [← sum_dOrb_sq u, Finset.mul_sum]
    exact Finset.sum_congr rfl fun i _ => by rw [h i 0]

end

end FilledDShell
```

```lean
#print axioms FilledDShell.filled_shell_no_shift
-- 'FilledDShell.filled_shell_no_shift' depends on axioms: [propext, Classical.choice, Quot.sound]
#print axioms FilledDShell.density_spherical_iff
-- 'FilledDShell.density_spherical_iff' depends on axioms: [propext, Classical.choice, Quot.sound]
```
